# Perturbation theory to second order for a generalized eigenproblem with a perturbed overlap

With ultrasoft pseudopotentials the orbitals solve $H\psi = eS\psi$, and the overlap matrix $S$ contains projectors attached to the atoms. When an atom is displaced by $x$, both $H$ and $S$ change, with derivatives $H_1$ and $S_1$ at $x = 0$. The slope of a nondegenerate level $e_n$ is the expectation value of $H_1 - e_nS_1$, and not of $H_1$ alone, in the state normalised with $S$. Taken with the Hartree and exchange-correlation potentials held fixed, this slope enters the force. The formulas below give this slope, the first-order orbital and the second-order energy, for one nondegenerate state in a finite real basis with $H$ and $S$ linear in $x$ and no self-consistent response, so they cover only one ingredient of a phonon force constant.

## The derivation by hand

Let $H(x) = H_0 + xH_1$ and $S(x) = S_0 + xS_1$ be real square matrices, and write $\langle u, Av\rangle = u^{T}Av$. Let $\psi_m$ solve $H_0\psi_m = e_mS_0\psi_m$ with $\langle\psi_m,S_0\psi_k\rangle = \delta_{mk}$. Fix a level $n$ and expand $\phi(x) = \psi_n + x\phi_1 + x^2\phi_2$, $\varepsilon(x) = e_n + x\varepsilon_1 + x^2\varepsilon_2$. Put $W = H_1 - e_nS_1$, $W_{mk} = \langle\psi_m,W\psi_k\rangle$, $s = \langle\psi_n,S_1\psi_n\rangle$ and $c_m = \langle\psi_m,S_0\phi_1\rangle$. Orders $x$ and $x^2$ of $H\phi = \varepsilon S\phi$ and order $x$ of $\langle\phi,S\phi\rangle = 1$ give

$$(H_0 - e_nS_0)\phi_1 + W\psi_n - \varepsilon_1S_0\psi_n = 0, \tag{E1}$$
$$(H_0 - e_nS_0)\phi_2 + W\phi_1 - \varepsilon_1(S_0\phi_1 + S_1\psi_n) - \varepsilon_2S_0\psi_n = 0, \tag{E2}$$
$$\langle\phi_1,S_0\psi_n\rangle + \langle\psi_n,S_0\phi_1\rangle + s = 0. \tag{N}$$

1. For symmetric $H_0$, $S_0$ and any vector $v$, $\langle\psi_m,H_0v\rangle = \langle v,H_0\psi_m\rangle = e_m\langle v,S_0\psi_m\rangle = e_m\langle\psi_m,S_0v\rangle$.
2. Let $\Psi$ be the square matrix with rows $\psi_m$. Orthonormality reads $\Psi S_0\Psi^T = 1$, hence $\Psi^T\Psi S_0 = 1$, that is $v = \sum_m\langle\psi_m,S_0v\rangle\psi_m$.
3. Projecting (E1) on $\psi_m$ with step 1 gives $(e_m - e_n)c_m + W_{mn} - \varepsilon_1\delta_{mn} = 0$. For $m = n$ this is $\varepsilon_1 = W_{nn}$. For $m\ne n$ and $e_m\neq e_n$ it is $c_m = W_{mn}/(e_n - e_m)$. By step 2, $\phi_1 = \chi + c_n\psi_n$ with $\chi = \sum_{m\ne n}\psi_mW_{mn}/(e_n - e_m)$, and $c_n$ is still free.
4. Projecting (E2) on $\psi_n$ removes $\phi_2$ by step 1 and leaves $\langle\psi_n,W\phi_1\rangle = \varepsilon_1(c_n + s) + \varepsilon_2$.
5. From step 3, $\langle\psi_n,W\phi_1\rangle = \sum_{m\ne n}W_{nm}W_{mn}/(e_n - e_m) + c_n\varepsilon_1$. The terms $c_n\varepsilon_1$ cancel against step 4, and if $H_1$ and $S_1$ are symmetric, then so is $W$, so that $W_{nm} = W_{mn}$ turns the numerators into squares.
6. With $S_0$ symmetric, (N) reads $2c_n + s = 0$.

The result is

$$\varepsilon_1 = W_{nn},\qquad \phi_1 = \sum_{m\neq n}\frac{W_{mn}}{e_n - e_m}\,\psi_m - \tfrac12 s\,\psi_n,\qquad \varepsilon_2 = \sum_{m\ne n}\frac{W_{mn}^2}{e_n - e_m} - \varepsilon_1 s .$$

## The order-by-order equations

```lean
import Mathlib

open Matrix

namespace UltrasoftPerturbation

noncomputable section
```

A `Pencil` holds the four matrices over a finite index type `ι`, which labels the basis functions. Terms of order $x^2$ in $H$ or $S$, which a real displacement produces, are absent from the model.

```lean
/-- Hamiltonian `H0 + x H1` and overlap `S0 + x S1`, both linear in the perturbation `x`. -/
structure Pencil (ι : Type*) where
  H0 : Matrix ι ι ℝ
  H1 : Matrix ι ι ℝ
  S0 : Matrix ι ι ℝ
  S1 : Matrix ι ι ℝ

variable {ι : Type*} [Fintype ι]

/-- The matrix element `⟨u, A v⟩`. -/
def elem (A : Matrix ι ι ℝ) (u v : ι → ℝ) : ℝ := u ⬝ᵥ A *ᵥ v

/-- The effective perturbation `W = H1 - e0 S1` at unperturbed energy `e0`. -/
def Pencil.W (P : Pencil ι) (e0 : ℝ) : Matrix ι ι ℝ := P.H1 - e0 • P.S1
```

The residuals `res1` and `res2` are the left-hand sides of (E1) and (E2) before $H_1$ and $e_nS_1$ are collected into $W$, with general zeroth-order data `e0` and `φ0`; `norm1` is the left-hand side of (N). Lean's `e1`, `e2` are $\varepsilon_1$, $\varepsilon_2$, while `e m` is the level $e_m$.

```lean
/-- Residual of the eigenvalue equation at first order. -/
def Pencil.res1 (P : Pencil ι) (e0 e1 : ℝ) (φ0 φ1 : ι → ℝ) : ι → ℝ :=
  P.H0 *ᵥ φ1 + P.H1 *ᵥ φ0 - e0 • (P.S0 *ᵥ φ1 + P.S1 *ᵥ φ0) - e1 • P.S0 *ᵥ φ0

/-- Residual of the eigenvalue equation at second order. -/
def Pencil.res2 (P : Pencil ι) (e0 e1 e2 : ℝ) (φ0 φ1 φ2 : ι → ℝ) : ι → ℝ :=
  P.H0 *ᵥ φ2 + P.H1 *ᵥ φ1 - e0 • (P.S0 *ᵥ φ2 + P.S1 *ᵥ φ1)
    - e1 • (P.S0 *ᵥ φ1 + P.S1 *ᵥ φ0) - e2 • P.S0 *ᵥ φ0

/-- First-order term of the generalized norm `⟨φ, S φ⟩`. -/
def Pencil.norm1 (P : Pencil ι) (φ0 φ1 : ι → ℝ) : ℝ :=
  elem P.S0 φ1 φ0 + elem P.S0 φ0 φ1 + elem P.S1 φ0 φ0
```

The hypotheses `h1`, `h2` and `hN` of the later theorems set these three quantities to zero at `e0` $= e_n$, `φ0` $=\psi_n$. Physically they say that the perturbed state has an expansion starting at $\psi_n$. This is assumed: the theorems determine $\varepsilon_1$, $\phi_1$, $\varepsilon_2$ if the equations hold, and they prove neither that solutions exist in general nor that a series converges.

Two polynomial identities in $x$ tie the definitions to the full problem. In `expansion_eigen` the vector $H(x)\phi(x) - \varepsilon(x)S(x)\phi(x)$ is written with `res1` and `res2` as coefficients of $x$ and $x^2$. The proof supplies the three higher coefficients, multiplies out, and `module` compares the two sides.

```lean
/-- For `φ(x) = φ0 + x φ1 + x² φ2` and `ε(x) = e0 + x e1 + x² e2`, the coefficients of `x` and
`x²` in `H(x) φ(x) - ε(x) S(x) φ(x)` are `res1` and `res2`. -/
theorem expansion_eigen (P : Pencil ι) (e0 e1 e2 : ℝ) (φ0 φ1 φ2 : ι → ℝ) :
    ∃ r3 r4 r5 : ι → ℝ, ∀ x : ℝ,
      (P.H0 + x • P.H1) *ᵥ (φ0 + x • φ1 + x ^ 2 • φ2)
        - (e0 + x * e1 + x ^ 2 * e2) • (P.S0 + x • P.S1) *ᵥ (φ0 + x • φ1 + x ^ 2 • φ2)
      = (P.H0 *ᵥ φ0 - e0 • P.S0 *ᵥ φ0) + x • P.res1 e0 e1 φ0 φ1
        + x ^ 2 • P.res2 e0 e1 e2 φ0 φ1 φ2 + x ^ 3 • r3 + x ^ 4 • r4 + x ^ 5 • r5 := by
  refine ⟨P.H1 *ᵥ φ2 - (e0 • P.S1 *ᵥ φ2 + e1 • (P.S0 *ᵥ φ2 + P.S1 *ᵥ φ1)
      + e2 • (P.S0 *ᵥ φ1 + P.S1 *ᵥ φ0)),
    -(e1 • P.S1 *ᵥ φ2 + e2 • (P.S0 *ᵥ φ2 + P.S1 *ᵥ φ1)), -(e2 • P.S1 *ᵥ φ2), fun x => ?_⟩
  simp only [Pencil.res1, Pencil.res2, add_mulVec, smul_mulVec, mulVec_add, mulVec_smul]
  module
```

`expansion_norm` does the same for $\langle\phi(x),S(x)\phi(x)\rangle$, with `ring` in place of `module`.

```lean
/-- The coefficient of `x` in `⟨φ(x), S(x) φ(x)⟩` is `norm1`. -/
theorem expansion_norm (P : Pencil ι) (φ0 φ1 φ2 : ι → ℝ) :
    ∃ c2 c3 c4 c5 : ℝ, ∀ x : ℝ,
      elem (P.S0 + x • P.S1) (φ0 + x • φ1 + x ^ 2 • φ2) (φ0 + x • φ1 + x ^ 2 • φ2)
      = elem P.S0 φ0 φ0 + x * P.norm1 φ0 φ1
        + x ^ 2 * c2 + x ^ 3 * c3 + x ^ 4 * c4 + x ^ 5 * c5 := by
  refine ⟨elem P.S0 φ2 φ0 + elem P.S0 φ1 φ1 + elem P.S0 φ0 φ2 + elem P.S1 φ1 φ0
      + elem P.S1 φ0 φ1,
    elem P.S0 φ2 φ1 + elem P.S0 φ1 φ2 + elem P.S1 φ2 φ0 + elem P.S1 φ1 φ1 + elem P.S1 φ0 φ2,
    elem P.S0 φ2 φ2 + elem P.S1 φ2 φ1 + elem P.S1 φ1 φ2, elem P.S1 φ2 φ2, fun x => ?_⟩
  simp only [Pencil.norm1, elem, add_mulVec, smul_mulVec, mulVec_add, mulVec_smul,
    dotProduct_add, add_dotProduct, dotProduct_smul, smul_dotProduct, smul_eq_mul]
  ring
```

## Symmetric $H_0$ and $S_0$

Symmetry is the real form of Hermiticity; complex Bloch states at a general wave vector are not covered. It is used through `elem_symm`, the identity $\langle u,Av\rangle = \langle v,Au\rangle$.

```lean
/-- Matrix elements of a real symmetric matrix are symmetric in the two vectors. -/
theorem elem_symm {A : Matrix ι ι ℝ} (hA : A.IsSymm) (u v : ι → ℝ) :
    elem A u v = elem A v u := by
  unfold elem
  rw [dotProduct_mulVec, ← mulVec_transpose, hA.eq, dotProduct_comm]
```

`GenEigenbasis` collects the two symmetries, the eigenvalue equations and the orthonormality. The vector `ψ m` is $\psi_m$, normalised with $S_0$ as metric, and `mixing` is $\chi$, with `Finset.univ.erase n` as the range $m\ne n$.

```lean
variable [DecidableEq ι]

/-- `H0`, `S0` are symmetric and the `ψ m`, one per dimension, are `S0`-orthonormal solutions of
`H0 ψ = e S0 ψ`. -/
structure GenEigenbasis (P : Pencil ι) (ψ : ι → ι → ℝ) (e : ι → ℝ) : Prop where
  H_symm : P.H0.IsSymm
  S_symm : P.S0.IsSymm
  eigen : ∀ m, P.H0 *ᵥ ψ m = e m • P.S0 *ᵥ ψ m
  ortho : ∀ m k, elem P.S0 (ψ m) (ψ k) = if m = k then 1 else 0

/-- The admixture `∑_{m ≠ n} ψ_m W_mn / (e_n - e_m)` of the other states into state `n`. -/
def mixing (P : Pencil ι) (ψ : ι → ι → ℝ) (e : ι → ℝ) (n : ι) : ι → ℝ :=
  ∑ m ∈ Finset.univ.erase n, (elem (P.W (e n)) (ψ m) (ψ n) / (e n - e m)) • ψ m
```

By hand, symmetry enters in steps 1 and 6. In the proof, `left_eigen` is step 1: it flips both matrix elements with `H_symm` and `S_symm` and substitutes `hB.eigen m`.

```lean
variable {P : Pencil ι} {ψ : ι → ι → ℝ} {e : ι → ℝ} {n : ι} {e1 e2 : ℝ} {φ1 φ2 : ι → ℝ}

/-- Acting to the left on an eigenvector: `⟨ψ_m, H0 v⟩ = e_m ⟨ψ_m, S0 v⟩`. -/
theorem left_eigen (hB : GenEigenbasis P ψ e) (m : ι) (v : ι → ℝ) :
    elem P.H0 (ψ m) v = e m * elem P.S0 (ψ m) v := by
  rw [elem_symm hB.H_symm, elem_symm hB.S_symm (ψ m) v]
  simp only [elem, hB.eigen m, dotProduct_smul, smul_eq_mul]
```

No counter-example arises from omitting these two fields, because the other two already imply them. From $\Psi S_0\Psi^T = 1$ one gets $S_0 = (\Psi^T\Psi)^{-1}$, symmetric and positive definite, and $\Psi H_0\Psi^T$ is the diagonal matrix of the $e_m$, so $H_0$ is symmetric as well. This argument and the small counter-examples below are done on paper and are not among the theorems.

## An orthonormal family with one vector per dimension

The field `ortho` is the generalized orthonormality of ultrasoft orbitals. That the family fills the space is fixed by the type of `ψ`, which uses the same `ι` for the state label and for the components: all states of the finite basis take part, empty ones included. Step 2 is `completeness`, where `of ψ` is $\Psi$, `h1` is $\Psi S_0\Psi^T = 1$, `mul_eq_one_comm` reverses the product, and `h3` applies the reversed product to $v$.

```lean
/-- Completeness: every vector is `∑_m ⟨ψ_m, S0 v⟩ ψ_m`. -/
theorem completeness (hB : GenEigenbasis P ψ e) (v : ι → ℝ) :
    v = ∑ m, elem P.S0 (ψ m) v • ψ m := by
  have h1 : (of ψ * P.S0) * (of ψ)ᵀ = 1 := by
    ext m k
    rw [one_apply, ← hB.ortho m k, elem, dotProduct_mulVec]
    rfl
  -- a one-sided inverse of a square matrix is two-sided
  have h2 : (of ψ)ᵀ * (of ψ * P.S0) = 1 := mul_eq_one_comm.mp h1
  have h3 : (of ψ)ᵀ *ᵥ (of ψ *ᵥ (P.S0 *ᵥ v)) = v := by
    simp only [mulVec_mulVec, h2, one_mulVec]
  ext i
  refine (congrFun h3 i).symm.trans ?_
  rw [Finset.sum_apply]
  exact Finset.sum_congr rfl fun m _ => mul_comm (ψ m i) (elem P.S0 (ψ m) v)
```

Orthonormality also supplies the $\delta_{mn}$ of step 3. After the residual is expanded, `linear_combination hl - e1 * ho` uses step 1 for $\phi_1$ and $\langle\psi_m,S_0\psi_n\rangle = \delta_{mn}$.

```lean
/-- Projection of the first-order residual on `ψ_m`:
`(e_m - e_n) ⟨ψ_m, S0 φ1⟩ + W_mn - e1 δ_mn`. -/
theorem project_first (hB : GenEigenbasis P ψ e) (m : ι) :
    ψ m ⬝ᵥ P.res1 (e n) e1 (ψ n) φ1 = (e m - e n) * elem P.S0 (ψ m) φ1
      + elem (P.W (e n)) (ψ m) (ψ n) - e1 * (if m = n then 1 else 0) := by
  have hl := left_eigen hB m φ1
  have ho := hB.ortho m n
  simp only [Pencil.res1, Pencil.W, elem, sub_mulVec, smul_mulVec, dotProduct_add,
    dotProduct_sub, dotProduct_smul, smul_eq_mul] at hl ho ⊢
  linear_combination hl - e1 * ho
```

A truncated family can give wrong sums. Take $S_0 = 1$, $S_1 = 0$, $H_0 = \mathrm{diag}(0,1)$, $H_1 = \begin{pmatrix}0&1\\1&0\end{pmatrix}$ and $\psi_0 = (1,0)$. The lower level is $\tfrac12(1 - \sqrt{1+4x^2}) = -x^2 + \dots$, so $\varepsilon_2 = -1$, whereas the family consisting of $\psi_0$ alone has an empty sum and predicts $0$.

## A nondegenerate level

The hypothesis `hnd` says $e_m\ne e_n$ for all $m\neq n$; the other levels may be degenerate among themselves. It is needed only for the division in step 3. In `first_order`, the half that gives $\varepsilon_1 = W_{nn}$ takes `project_first` at $m=n$ and does not touch `hnd`. The other half uses it once, to justify `eq_div_iff` in `hc`; the closing `calc` expands $\phi_1$ by `completeness` and splits off the term $c_n\psi_n$.

```lean
/-- For nondegenerate `e_n` the first-order equation forces `e1 = W_nn` and
`φ1 = mixing + ⟨ψ_n, S0 φ1⟩ ψ_n`. -/
theorem first_order (hB : GenEigenbasis P ψ e) (hnd : ∀ m, m ≠ n → e m ≠ e n)
    (h1 : P.res1 (e n) e1 (ψ n) φ1 = 0) :
    e1 = elem (P.W (e n)) (ψ n) (ψ n) ∧
      φ1 = mixing P ψ e n + elem P.S0 (ψ n) φ1 • ψ n := by
  constructor
  · have hp := project_first (n := n) (e1 := e1) (φ1 := φ1) hB n
    rw [h1, dotProduct_zero, if_pos rfl] at hp
    linear_combination hp
  · -- the components along the other states
    have hsum : ∑ m ∈ Finset.univ.erase n, elem P.S0 (ψ m) φ1 • ψ m = mixing P ψ e n := by
      refine Finset.sum_congr rfl fun m hm => ?_
      have hm' : m ≠ n := Finset.ne_of_mem_erase hm
      have hp := project_first (n := n) (e1 := e1) (φ1 := φ1) hB m
      rw [h1, dotProduct_zero, if_neg hm'] at hp
      have hc : elem P.S0 (ψ m) φ1 = elem (P.W (e n)) (ψ m) (ψ n) / (e n - e m) := by
        rw [eq_div_iff (sub_ne_zero.mpr (hnd m hm').symm)]
        linear_combination hp
      rw [hc]
    calc φ1 = ∑ m, elem P.S0 (ψ m) φ1 • ψ m := completeness hB φ1
      _ = ∑ m ∈ Finset.univ.erase n, elem P.S0 (ψ m) φ1 • ψ m + elem P.S0 (ψ n) φ1 • ψ n :=
        (Finset.sum_erase_add _ _ (Finset.mem_univ n)).symm
      _ = _ := by rw [hsum]
```

Take two dimensions with $H_0 = 0$, $S_0 = 1$, $S_1 = 0$, $\psi_0 = (1,0)$, $\psi_1 = (0,1)$ and $n = 0$. If $H_1 = 0$, then $\phi_1 = \psi_1$, $\phi_2 = 0$, $\varepsilon_1 = \varepsilon_2 = 0$ satisfy (E1), (E2) and (N), as does $\phi_1=0$, so $\phi_1$ is not determined; Lean would read the coefficient $0/0$ in `mixing` as $0$, and the formula for $\phi_1$ would be false for the first solution. If instead $H_1$ is the off-diagonal matrix above, the second component of (E1) reads $1 = 0$ and no expansion starts at $\psi_0$.

## Symmetric $H_1$ and $S_1$

These say that $H(x)$ and $S(x)$ stay symmetric under the displacement. They serve only to make $W$ symmetric in step 5, and `first_order` does without them. In `second_order`, `hWs` derives the symmetry of $W$ from `hH1` and `hS1`, and `hmix` uses it to obtain $\langle\psi_n,W\chi\rangle = \sum_{m\ne n}W_{mn}^2/(e_n - e_m)$. Then `hsplit` is the first formula of step 5 with the numerators already written as squares, `hproj` is step 4, where subtracting `hl` eliminates $\phi_2$, and `linear_combination hsplit - hproj` cancels $c_n\varepsilon_1$.

```lean
/-- The first- and second-order eigenvalue equations, with no normalization condition, force
`e2 = ∑_{m ≠ n} W_mn² / (e_n - e_m) - e1 ⟨ψ_n, S1 ψ_n⟩`. -/
theorem second_order (hB : GenEigenbasis P ψ e) (hH1 : P.H1.IsSymm) (hS1 : P.S1.IsSymm)
    (hnd : ∀ m, m ≠ n → e m ≠ e n) (h1 : P.res1 (e n) e1 (ψ n) φ1 = 0)
    (h2 : P.res2 (e n) e1 e2 (ψ n) φ1 φ2 = 0) :
    e2 = ∑ m ∈ Finset.univ.erase n, elem (P.W (e n)) (ψ m) (ψ n) ^ 2 / (e n - e m)
      - e1 * elem P.S1 (ψ n) (ψ n) := by
  obtain ⟨he1, hφ⟩ := first_order hB hnd h1
  have hWs : (P.W (e n)).IsSymm := by
    unfold Pencil.W Matrix.IsSymm
    rw [transpose_sub, transpose_smul, hH1.eq, hS1.eq]
  have hmix : elem (P.W (e n)) (ψ n) (mixing P ψ e n)
      = ∑ m ∈ Finset.univ.erase n, elem (P.W (e n)) (ψ m) (ψ n) ^ 2 / (e n - e m) := by
    calc _ = mixing P ψ e n ⬝ᵥ P.W (e n) *ᵥ ψ n := elem_symm hWs _ _
      _ = _ := by
        rw [mixing, sum_dotProduct]
        refine Finset.sum_congr rfl fun m _ => ?_
        rw [smul_dotProduct, smul_eq_mul]
        show _ * elem (P.W (e n)) (ψ m) (ψ n) = _
        ring
  have hlin : ∀ (u : ι → ℝ) (c : ℝ), elem (P.W (e n)) (ψ n) (u + c • ψ n)
      = elem (P.W (e n)) (ψ n) u + c * elem (P.W (e n)) (ψ n) (ψ n) := by
    intro u c
    simp only [elem, mulVec_add, mulVec_smul, dotProduct_add, dotProduct_smul, smul_eq_mul]
  have hsplit := (congrArg (elem (P.W (e n)) (ψ n)) hφ).trans (hlin _ _)
  rw [hmix, ← he1] at hsplit
  -- projecting the second-order equation on ψ_n eliminates φ2
  have hproj : elem (P.W (e n)) (ψ n) φ1
      = e1 * (elem P.S0 (ψ n) φ1 + elem P.S1 (ψ n) (ψ n)) + e2 := by
    have h : ψ n ⬝ᵥ P.res2 (e n) e1 e2 (ψ n) φ1 φ2 = 0 := by rw [h2, dotProduct_zero]
    have hl := left_eigen hB n φ2
    have ho := hB.ortho n n
    rw [if_pos rfl] at ho
    simp only [Pencil.res2, Pencil.W, elem, sub_mulVec, smul_mulVec, dotProduct_add,
      dotProduct_sub, dotProduct_smul, smul_eq_mul] at h hl ho ⊢
    linear_combination h - hl + e2 * ho
  -- the component of φ1 along ψ_n cancels
  linear_combination hsplit - hproj
```

With $S_0 = 1$, $S_1 = 0$, $H_0 = \mathrm{diag}(0,1)$, the unit vectors as $\psi_0,\psi_1$ and $H_1 = \begin{pmatrix}0&0\\1&0\end{pmatrix}$, the matrix $H(x)$ is triangular and its level $n = 0$ stays at $0$. The equations hold with $\varepsilon_1 = \varepsilon_2 = 0$, $\phi_1 = (0,-1)$, $\phi_2 = 0$, but $W_{10}^2/(e_0 - e_1) = -1$. The product $W_{01}W_{10} = 0$ of step 5 is the numerator that applies here.

## First-order normalization

The hypothesis `hN` keeps $\langle\phi,S\phi\rangle$ constant to order $x$ in the changing metric. It enters in step 6 and affects $\phi_1$ only; `second_order` has no such hypothesis. Without it, multiplying $\phi(x)$ by $1 + bx$ for any real $b$ sends $\phi_1$ to $\phi_1 + b\psi_n$ and $\phi_2$ to $\phi_2 + b\phi_1$, preserves (E1) and (E2), and shifts $c_n$ by $b$. In one dimension, where the sums are empty, $H = 0$ and $S = 1 + 2x$ leave $\phi_1$ arbitrary until (N) selects $\phi_1 = -1$, the slope of $(1+2x)^{-1/2}$.

The theorem `generalized_perturbation` reads: given a generalized eigenbasis, symmetric $H_1$ and $S_1$, a nondegenerate level $n$, and real numbers $\varepsilon_1,\varepsilon_2$ and vectors $\phi_1,\phi_2$ with (E1), (E2) and (N), the three displayed formulas hold. Nothing is concluded about $\phi_2$. The proof takes $\varepsilon_1$ and $\phi_1 = \chi + c_n\psi_n$ from `first_order` and $\varepsilon_2$ from `second_order`; `ha` is $c_n = -s/2$, obtained by `elem_symm` and `linarith`.

```lean
/-- The order-by-order eigenvalue and normalization equations for a nondegenerate level fix
`e1`, `φ1` and `e2` in terms of `W = H1 - e_n S1` and `⟨ψ_n, S1 ψ_n⟩`. -/
theorem generalized_perturbation (hB : GenEigenbasis P ψ e) (hH1 : P.H1.IsSymm)
    (hS1 : P.S1.IsSymm) (hnd : ∀ m, m ≠ n → e m ≠ e n)
    (h1 : P.res1 (e n) e1 (ψ n) φ1 = 0) (h2 : P.res2 (e n) e1 e2 (ψ n) φ1 φ2 = 0)
    (hN : P.norm1 (ψ n) φ1 = 0) :
    e1 = elem (P.W (e n)) (ψ n) (ψ n) ∧
      φ1 = mixing P ψ e n - (1 / 2 * elem P.S1 (ψ n) (ψ n)) • ψ n ∧
      e2 = ∑ m ∈ Finset.univ.erase n, elem (P.W (e n)) (ψ m) (ψ n) ^ 2 / (e n - e m)
        - e1 * elem P.S1 (ψ n) (ψ n) := by
  obtain ⟨he1, hφ⟩ := first_order hB hnd h1
  refine ⟨he1, ?_, second_order hB hH1 hS1 hnd h1 h2⟩
  -- normalization fixes the component along ψ_n
  have ha : elem P.S0 (ψ n) φ1 = -(1 / 2 * elem P.S1 (ψ n) (ψ n)) := by
    rw [Pencil.norm1, elem_symm hB.S_symm φ1 (ψ n)] at hN
    linarith
  rw [ha, neg_smul, ← sub_eq_add_neg] at hφ
  exact hφ
```

## A two-level pencil

The entries of `demo` are $H_0$, $H_1$, $S_0$, $S_1$ in that order, with $S_0 = \mathrm{diag}(4,1)\ne 1$ and $S_1\neq 0$.

```lean
/-- A two-level pencil with non-unit overlap and a perturbed overlap. -/
def demo : Pencil (Fin 2) := ⟨!![4, 0; 0, 3], !![8, 4; 4, 0], !![4, 0; 0, 1], !![4, 2; 2, 0]⟩
```

The $S_0$-normalised states are $\psi_0 = (\tfrac12,0)$ and $\psi_1 = (0,1)$, with $e_0 = 1$, $e_1 = 3$ and $n = 0$. The witness theorem verifies every hypothesis, entry by entry, for $\varepsilon_1 = 1$, $\varepsilon_2 = -\tfrac32$, $\phi_1 = (-\tfrac14,-\tfrac12)$, $\phi_2 = (0,\tfrac12)$. These values agree with the formulas: $W = \begin{pmatrix}4&2\\2&0\end{pmatrix}$, $W_{00} = W_{10} = s = 1$, $\phi_1 = -\tfrac12\psi_1 - \tfrac12\psi_0$ and $\varepsilon_2 = -\tfrac12 - 1$. Ignoring $S_1$ would give the slope $\langle\psi_0,H_1\psi_0\rangle = 2$ in place of $1$.

```lean
/-- The two-level pencil meets all hypotheses, with levels `1, 3`, `e1 = 1`, `e2 = -3/2`. -/
theorem generalized_perturbation_witness :
    GenEigenbasis demo ![![1 / 2, 0], ![0, 1]] ![1, 3] ∧ demo.H1.IsSymm ∧ demo.S1.IsSymm ∧
      (∀ m : Fin 2, m ≠ 0 → (![1, 3] : Fin 2 → ℝ) m ≠ 1) ∧
      demo.res1 1 1 ![1 / 2, 0] ![-1 / 4, -1 / 2] = 0 ∧
      demo.res2 1 1 (-3 / 2) ![1 / 2, 0] ![-1 / 4, -1 / 2] ![0, 1 / 2] = 0 ∧
      demo.norm1 ![1 / 2, 0] ![-1 / 4, -1 / 2] = 0 := by
  refine ⟨⟨?_, ?_, fun m => ?_, fun m k => ?_⟩, ?_, ?_, fun m hm => ?_, ?_, ?_, ?_⟩
  · unfold Matrix.IsSymm; ext i j; fin_cases i <;> fin_cases j <;> simp [demo]
  · unfold Matrix.IsSymm; ext i j; fin_cases i <;> fin_cases j <;> simp [demo]
  · ext i; fin_cases m <;> fin_cases i <;> simp [demo, mulVec, dotProduct] <;> norm_num
  · fin_cases m <;> fin_cases k <;> simp [demo, elem, mulVec, dotProduct] <;> norm_num
  · unfold Matrix.IsSymm; ext i j; fin_cases i <;> fin_cases j <;> simp [demo]
  · unfold Matrix.IsSymm; ext i j; fin_cases i <;> fin_cases j <;> simp [demo]
  · fin_cases m <;> simp_all
  · ext i; fin_cases i <;> simp [demo, Pencil.res1] <;> norm_num
  · ext i; fin_cases i <;> simp [demo, Pencil.res2] <;> norm_num
  · simp [demo, Pencil.norm1, elem, mulVec, dotProduct] <;> norm_num

end

end UltrasoftPerturbation
```

```lean
#print axioms UltrasoftPerturbation.expansion_eigen
#print axioms UltrasoftPerturbation.expansion_norm
#print axioms UltrasoftPerturbation.second_order
#print axioms UltrasoftPerturbation.generalized_perturbation
```

```
'UltrasoftPerturbation.expansion_eigen' depends on axioms: [propext, Classical.choice, Quot.sound]
'UltrasoftPerturbation.expansion_norm' depends on axioms: [propext, Classical.choice, Quot.sound]
'UltrasoftPerturbation.second_order' depends on axioms: [propext, Classical.choice, Quot.sound]
'UltrasoftPerturbation.generalized_perturbation' depends on axioms: [propext, Classical.choice, Quot.sound]
```
